# For non-interacting two-state pairs, the Davidson correction spoils the exact one-pair energy and loses the energy per pair of many

Take one electron pair with a reference state at energy $0$, a doubly excited state at energy $2D$, and a real coupling $K\ne0$ between them. Its Hamiltonian is

$$\begin{pmatrix}0&K\\K&2D\end{pmatrix},\qquad E_1=D-\sqrt{D^2+K^2}.$$

Configuration interaction with double excitations (CID) already includes both states, so $E_1$ is exact. For $D=3$, $K=4$ it equals $-2$. The normalised ground state has weight $w_1=1/(1+E_1^2/K^2)=4/5$ on the reference. The Davidson correction is the weight outside the reference times the correlation energy, which is $E_1$ here because the reference energy is $0$. Thus $Q_1=(1-w_1)E_1=-2/5$ moves an exact energy to $-2.4$. The correction responds to the weight outside the reference, even when no configuration is missing.

For $N\ge1$ such pairs that do not interact, the CID energy, its reference weight and its Davidson correction are

$$E_N=D-\sqrt{D^2+NK^2},\quad w_N=\frac1{1+E_N^2/(NK^2)},\quad Q_N=(1-w_N)E_N.$$

The corrected energy per pair, $(E_N+Q_N)/N$, tends to $0$ as $N\to\infty$, while the exact one stays at $E_1<0$. Within this non-interacting model, adding $Q_N$ therefore does not make CID size-extensive, whereas the exponential ansatz gives $NE_1$.

## Pairs that do not interact

A configuration is the set $s$ of excited pairs, a `Finset (Fin N)`, and a state assigns it a real amplitude $\psi_s$. Independence means that the Hamiltonian is a sum of one-pair terms:

$$(H\psi)_s=\sum_i\bigl(2D\,[i\in s]\,\psi_s+K\psi_{s\triangle\{i\}}\bigr).$$

Here $[i\in s]$ is $1$ if pair $i$ is excited and $0$ otherwise; `toggle` forms $s\triangle\{i\}$, which switches pair $i$. With interactions between pairs, the exact energy need not be $N$ times the one-pair energy, and the results below do not apply.

```lean
import Mathlib

open Filter Topology

namespace DavidsonCorrectionFailure

noncomputable section

variable {N : ℕ}

/-- Move pair `i` from its reference to its excited state, or back; `s` is the set of excited pairs.
-/
def toggle (s : Finset (Fin N)) (i : Fin N) : Finset (Fin N) :=
  if i ∈ s then s.erase i else insert i s

/-- The Hamiltonian of `N` non-interacting pairs: each excited pair costs `2D`, and `K` couples
the two states of each pair. -/
def ham (D K : ℝ) (ψ : Finset (Fin N) → ℝ) (s : Finset (Fin N)) : ℝ :=
  ∑ i, ((if i ∈ s then 2 * D * ψ s else 0) + K * ψ (toggle s i))

/-- The unnormalised energy expectation value of a real state. -/
def energy (D K : ℝ) (ψ : Finset (Fin N) → ℝ) : ℝ := ∑ s, ψ s * ham D K ψ s

/-- The squared norm of a real state. -/
def sqNorm (ψ : Finset (Fin N) → ℝ) : ℝ := ∑ s, ψ s ^ 2
```

## At most $M$ excited pairs

`IsGroundEnergy D K N M e` says that $e$ is the attained minimum of `energy` divided by `sqNorm` over nonzero states with no more than $M$ excited pairs. The limit $M=1$ defines CID; $M=N$ removes the truncation. At $N=1$ the two coincide.

The relative CID amplitude is $t_N=E_N/(NK)$, called `amp`. The exponential ansatz gives configuration $s$ the amplitude $t_1^{|s|}$. Both states are stored with reference amplitude $1$; normalising multiplies them by $\sqrt{w_N}$ and $(1+t_1^2)^{-N/2}$ respectively.

```lean
/-- `e` is the lowest energy of `N` pairs among states with at most `M` pairs excited:
`M = 1` is CID, `M = N` is the exact problem. -/
def IsGroundEnergy (D K : ℝ) (N M : ℕ) (e : ℝ) : Prop :=
  (∃ ψ : Finset (Fin N) → ℝ, ψ ≠ 0 ∧ (∀ s, M < s.card → ψ s = 0) ∧
    energy D K ψ = e * sqNorm ψ) ∧
  ∀ ψ : Finset (Fin N) → ℝ, (∀ s, M < s.card → ψ s = 0) → e * sqNorm ψ ≤ energy D K ψ

/-- The closed formula `E_N` for the CID energy of `N ≥ 1` pairs. -/
def cidEnergy (D K : ℝ) (N : ℕ) : ℝ := D - Real.sqrt (D ^ 2 + N * K ^ 2)

/-- The amplitude of each excited pair relative to the reference, for `N ≥ 1` and `K ≠ 0`. -/
def amp (D K : ℝ) (N : ℕ) : ℝ := cidEnergy D K N / (N * K)

/-- The exponential ansatz: every excited pair contributes one factor of the one-pair amplitude. -/
def pairExp (D K : ℝ) (N : ℕ) (s : Finset (Fin N)) : ℝ := amp D K 1 ^ s.card

/-- The CID state: the reference plus all configurations with one excited pair. -/
def cidState (D K : ℝ) (N : ℕ) (s : Finset (Fin N)) : ℝ :=
  if s.card = 0 then 1 else if s.card = 1 then amp D K N else 0

/-- The formula `w_N` for the reference weight, for `N ≥ 1` and `K ≠ 0`. -/
def refWeight (D K : ℝ) (N : ℕ) : ℝ := 1 / (1 + cidEnergy D K N ^ 2 / (N * K ^ 2))

/-- The Davidson correction `Q_N = (1 - w_N) E_N`, for `N ≥ 1` and `K ≠ 0`. -/
def davidson (D K : ℝ) (N : ℕ) : ℝ := (1 - refWeight D K N) * cidEnergy D K N
```

## Nonzero coupling and at least one pair

The condition $K\ne0$ says that the reference mixes with excited configurations, and $N\ge1$ says that there is a pair to excite. Together they give $\sqrt{D^2+NK^2}>|D|\ge D$, hence $E_N<0$. If $K=0$ and $D\ge0$, the reference is a ground state, $E_N=0$, and the strict inequalities fail. If $N=0$ and $D<0$, the formula gives $2D$ although the energy of no pairs is $0$.

No sign of $D$ is assumed. Positive $D$ is the usual case of an excitation that costs energy, but the argument never needs it.

Squaring $E_N-D=-\sqrt{D^2+NK^2}$ gives `secular`:

$$E_N^2=2DE_N+NK^2.$$

By definition $NKt_N=E_N$. Therefore $NK(2Dt_N+K)=2DE_N+NK^2=E_N^2=NK\,E_Nt_N$, and cancelling $NK\ne0$ gives $2Dt_N+K=E_Nt_N$. These are the two parts of `amp_rel`.

For real $a,B,S$ with $B^2\le NS$, the secular equation also gives

$$-E_N\bigl[(2D-E_N)S+2KBa-E_Na^2\bigr]=(KB-E_Na)^2+K^2(NS-B^2)\ge0.$$

Since $-E_N>0$, the bracket is nonnegative. This is `quad_nonneg`, which supplies both variational lower bounds.

```lean
/-- The CID energy solves the secular equation `E² = 2DE + NK²`. -/
theorem secular (D K : ℝ) (N : ℕ) :
    cidEnergy D K N ^ 2 = 2 * D * cidEnergy D K N + N * K ^ 2 := by
  have h := Real.sq_sqrt (show 0 ≤ D ^ 2 + N * K ^ 2 by positivity)
  unfold cidEnergy
  linear_combination h

/-- The CID energy of at least one pair is negative. -/
theorem cidEnergy_neg (D : ℝ) {K : ℝ} (hK : K ≠ 0) (hN : 1 ≤ N) : cidEnergy D K N < 0 := by
  have hp : (0 : ℝ) < N := by exact_mod_cast hN
  have h : 0 < N * K ^ 2 := by positivity
  have := Real.lt_sqrt_of_sq_lt (show D ^ 2 < D ^ 2 + N * K ^ 2 by linarith)
  unfold cidEnergy
  linarith

lemma amp_rel (D : ℝ) {K : ℝ} (hK : K ≠ 0) (hN : 1 ≤ N) :
    N * K * amp D K N = cidEnergy D K N ∧
      2 * D * amp D K N + K = cidEnergy D K N * amp D K N := by
  have hp : (N : ℝ) ≠ 0 := by exact_mod_cast (by omega : N ≠ 0)
  have hc : N * K * amp D K N = cidEnergy D K N := by
    unfold amp
    field_simp
  refine ⟨hc, mul_left_cancel₀ (mul_ne_zero hp hK) ?_⟩
  linear_combination (2 * D - cidEnergy D K N) * hc - secular D K N

lemma quad_nonneg (D : ℝ) {K : ℝ} (hK : K ≠ 0) (hN : 1 ≤ N) (a B S : ℝ) (h : B ^ 2 ≤ N * S) :
    0 ≤ (2 * D - cidEnergy D K N) * S + 2 * K * B * a - cidEnergy D K N * a ^ 2 := by
  have hE : 0 < -cidEnergy D K N := by linarith [cidEnergy_neg D hK hN]
  refine (mul_nonneg_iff_of_pos_left hE).1 ?_
  -- complete the square after multiplying by `-E > 0`
  have e : -cidEnergy D K N *
      ((2 * D - cidEnergy D K N) * S + 2 * K * B * a - cidEnergy D K N * a ^ 2) =
      (K * B - cidEnergy D K N * a) ^ 2 + K ^ 2 * (N * S - B ^ 2) := by
    linear_combination S * secular D K N
  rw [e]
  exact add_nonneg (sq_nonneg _) (mul_nonneg (sq_nonneg _) (by linarith))
```

## Independence makes the exact energy $NE_1$

Apply the term for pair $i$ to the exponential state. If $i\notin s$, it gives $Kt_1^{|s|+1}=E_1t_1^{|s|}$. If $i\in s$, it gives $t_1^{|s|-1}(2Dt_1+K)=E_1t_1^{|s|}$. Summing over $i$ yields the eigenvalue $NE_1$; `ham_pairExp` makes the same case split.

For the lower bound, fix $i$ and match each $s$ not containing $i$ with $s\cup\{i\}$. If their amplitudes are $a$ and $b$, the square above with $N=1$, $B=b$, $S=b^2$ gives

$$2Db^2+2Kab-E_1(a^2+b^2)\ge0.$$

Summing over the matched configurations and then over $i$ gives $\langle\psi,H\psi\rangle\ge NE_1\|\psi\|^2$. In `exact_ground`, the sum runs over every $s$ together with its toggled partner, so each match is counted twice; `toggle_toggle` justifies the reindexing.

```lean
lemma toggle_toggle (s : Finset (Fin N)) (i : Fin N) : toggle (toggle s i) i = s := by
  by_cases h : i ∈ s <;> simp [toggle, h]

lemma mem_toggle (s : Finset (Fin N)) (i : Fin N) : i ∈ toggle s i ↔ i ∉ s := by
  by_cases h : i ∈ s <;> simp [toggle, h]

/-- The exponential ansatz is an eigenstate of `N` pairs with energy `N E_1`. -/
theorem ham_pairExp (D : ℝ) {K : ℝ} (hK : K ≠ 0) (s : Finset (Fin N)) :
    ham D K (pairExp D K N) s = N * cidEnergy D K 1 * pairExp D K N s := by
  obtain ⟨h1, h2⟩ := amp_rel D hK (le_refl 1)
  rw [Nat.cast_one, one_mul] at h1
  have key : ∀ i ∈ Finset.univ, ((if i ∈ s then 2 * D * pairExp D K N s else 0) +
      K * pairExp D K N (toggle s i)) = cidEnergy D K 1 * pairExp D K N s := by
    intro i _
    by_cases h : i ∈ s
    · simp only [toggle, if_pos h, pairExp]
      rw [← Finset.card_erase_add_one h, pow_succ]
      linear_combination amp D K 1 ^ (s.erase i).card * h2
    · simp only [toggle, if_neg h, pairExp]
      rw [Finset.card_insert_of_notMem h, pow_succ]
      linear_combination amp D K 1 ^ s.card * h1
  rw [ham, Finset.sum_congr rfl key, Finset.sum_const, Finset.card_univ, Fintype.card_fin,
    nsmul_eq_mul]
  ring

/-- The exact ground-state energy of `N` pairs is `N E_1`. -/
theorem exact_ground (D : ℝ) {K : ℝ} (hK : K ≠ 0) (N : ℕ) :
    IsGroundEnergy D K N N (N * cidEnergy D K 1) := by
  refine ⟨⟨pairExp D K N, fun h => ?_, fun s hs => ?_, ?_⟩, fun ψ _ => ?_⟩
  · have := congrFun h ∅
    simp [pairExp] at this
  · have := Finset.card_le_univ s
    rw [Fintype.card_fin] at this
    omega
  · rw [energy, sqNorm, Finset.mul_sum]
    refine Finset.sum_congr rfl fun s _ => ?_
    rw [ham_pairExp D hK]
    ring
  · -- bound each pair separately, matching `s` with its toggled partner
    have pair : ∀ i : Fin N, cidEnergy D K 1 * sqNorm ψ ≤
        ∑ s, ψ s * ((if i ∈ s then 2 * D * ψ s else 0) + K * ψ (toggle s i)) := by
      intro i
      let f : Finset (Fin N) → ℝ := fun s =>
        ψ s * ((if i ∈ s then 2 * D * ψ s else 0) + K * ψ (toggle s i)) -
          cidEnergy D K 1 * ψ s ^ 2
      have hs : ∑ s, f (toggle s i) = ∑ s, f s :=
        Equiv.sum_comp (Function.Involutive.toPerm (fun s => toggle s i)
          (fun s => toggle_toggle s i)) f
      have h0 : 0 ≤ ∑ s, (f s + f (toggle s i)) := by
        refine Finset.sum_nonneg fun s _ => ?_
        have q1 := quad_nonneg D hK (le_refl 1) (ψ (toggle s i)) (ψ s) (ψ s ^ 2) (by simp)
        have q2 := quad_nonneg D hK (le_refl 1) (ψ s) (ψ (toggle s i)) (ψ (toggle s i) ^ 2)
          (by simp)
        simp only [f, toggle_toggle, mem_toggle]
        by_cases h : i ∈ s
        · simp only [h, not_true_eq_false, if_true, if_false]
          linarith
        · simp only [h, not_false_eq_true, if_true, if_false]
          linarith
      rw [Finset.sum_add_distrib, hs] at h0
      have h1 : ∑ s, f s = ∑ s, ψ s * ((if i ∈ s then 2 * D * ψ s else 0) +
          K * ψ (toggle s i)) - cidEnergy D K 1 * sqNorm ψ := by
        simp only [f, sqNorm, Finset.sum_sub_distrib, Finset.mul_sum]
      linarith
    have h := Finset.sum_le_sum fun i (_ : i ∈ Finset.univ) => pair i
    rw [Finset.sum_const, Finset.card_univ, Fintype.card_fin, nsmul_eq_mul, ← mul_assoc,
      Finset.sum_comm] at h
    simpa only [energy, ham, Finset.mul_sum] using h
```

## The CID limit makes the energy $E_N$

With $M=1$, only $c_0=\psi_\emptyset$ and $c_i=\psi_{\{i\}}$ remain. Put $B=\sum_i c_i$ and $S=\sum_i c_i^2$. Then $(H\psi)_\emptyset=KB$ and $(H\psi)_{\{i\}}=2Dc_i+Kc_0$, so

$$\langle\psi,H\psi\rangle=2KBc_0+2DS,\qquad \|\psi\|^2=c_0^2+S.$$

Cauchy–Schwarz gives $B^2\le NS$, and the square with $a=c_0$ gives $\langle\psi,H\psi\rangle\ge E_N\|\psi\|^2$. For $c_0=1$, $c_i=t_N$, the energy is

$$NKt_N+Nt_N(2Dt_N+K)=E_N(1+Nt_N^2),$$

so the bound is attained. The reference weight is $1/(1+Nt_N^2)=w_N$, because $Nt_N^2=E_N^2/(NK^2)$.

In Lean, `sum_cid` removes the vanishing amplitudes, `energy_cid` computes the energy, and `cidState_energy_weight` checks the minimiser and its weight. Without the truncation the minimum is $NE_1$; for $N\ge2$ the state that attains it also contains higher excitations.

```lean
lemma sum_cid (g : Finset (Fin N) → ℝ) (hg : ∀ s, 1 < s.card → g s = 0) :
    ∑ s, g s = g ∅ + ∑ i, g {i} := by
  have h : ∑ s ∈ insert ∅ (Finset.univ.image fun i : Fin N => ({i} : Finset (Fin N))), g s =
      ∑ s, g s := by
    refine Finset.sum_subset (Finset.subset_univ _) fun s _ hs => hg s ?_
    by_contra hc
    apply hs
    rcases Nat.le_one_iff_eq_zero_or_eq_one.1 (not_lt.1 hc) with h0 | h1
    · simp [Finset.card_eq_zero.1 h0]
    · obtain ⟨i, rfl⟩ := Finset.card_eq_one.1 h1
      simp
  rw [← h, Finset.sum_insert (by simp),
    Finset.sum_image (by intro a _ b _ hab; simpa using hab)]

lemma energy_cid (D K : ℝ) (ψ : Finset (Fin N) → ℝ) (hψ : ∀ s, 1 < s.card → ψ s = 0) :
    energy D K ψ = 2 * K * (∑ i, ψ {i}) * ψ ∅ + 2 * D * ∑ i, ψ {i} ^ 2 := by
  have h0 : ham D K ψ ∅ = K * ∑ i, ψ {i} := by simp [ham, toggle, Finset.mul_sum]
  have h1 : ∀ i, ham D K ψ {i} = 2 * D * ψ {i} + K * ψ ∅ := by
    intro i
    rw [ham, Finset.sum_eq_single i]
    · simp [toggle]
    · intro j _ hj
      -- a second excitation leaves the CID space
      have hz : ψ (insert j {i}) = 0 := hψ _ (by rw [Finset.card_pair hj]; norm_num)
      simp [toggle, hj, hz]
    · simp
  have h2 : ∑ i, ψ {i} * (2 * D * ψ {i} + K * ψ ∅) =
      2 * D * ∑ i, ψ {i} ^ 2 + K * ψ ∅ * ∑ i, ψ {i} := by
    rw [Finset.mul_sum, Finset.mul_sum, ← Finset.sum_add_distrib]
    exact Finset.sum_congr rfl fun i _ => by ring
  rw [energy, sum_cid _ (fun s hs => by simp [hψ s hs]), h0]
  simp only [h1]
  rw [h2]
  ring

/-- The CID state has energy `E_N` and reference weight `w_N`. -/
theorem cidState_energy_weight (D : ℝ) {K : ℝ} (hK : K ≠ 0) (hN : 1 ≤ N) :
    energy D K (cidState D K N) = cidEnergy D K N * sqNorm (cidState D K N) ∧
      cidState D K N ∅ ^ 2 / sqNorm (cidState D K N) = refWeight D K N := by
  have hp : (N : ℝ) ≠ 0 := by exact_mod_cast (by omega : N ≠ 0)
  have hs : ∀ s : Finset (Fin N), 1 < s.card → cidState D K N s = 0 := by
    intro s h
    rw [cidState, if_neg (by omega), if_neg (by omega)]
  have h0 : cidState D K N ∅ = 1 := by simp [cidState]
  have h1 : ∀ i, cidState D K N {i} = amp D K N := by simp [cidState]
  have hn : sqNorm (cidState D K N) = 1 + N * amp D K N ^ 2 := by
    rw [sqNorm, sum_cid _ (fun s h => by simp [hs s h])]
    simp [h0, h1]
  obtain ⟨c1, c2⟩ := amp_rel D hK hN
  constructor
  · rw [energy_cid D K _ hs, hn, h0]
    simp only [h1, Finset.sum_const, Finset.card_univ, Fintype.card_fin, nsmul_eq_mul]
    linear_combination N * amp D K N * c2 + c1
  · have e : N * amp D K N ^ 2 = cidEnergy D K N ^ 2 / (N * K ^ 2) := by
      unfold amp
      field_simp
    rw [hn, h0, e, refWeight, one_pow]

/-- `E_N` is the lowest energy of `N ≥ 1` pairs in the CID space. -/
theorem cid_ground (D : ℝ) {K : ℝ} (hK : K ≠ 0) (hN : 1 ≤ N) :
    IsGroundEnergy D K N 1 (cidEnergy D K N) := by
  refine ⟨⟨cidState D K N, fun h => ?_, fun s h => ?_,
    (cidState_energy_weight D hK hN).1⟩, fun ψ hψ => ?_⟩
  · have := congrFun h ∅
    simp [cidState] at this
  · rw [cidState, if_neg (by omega), if_neg (by omega)]
  · have hcs : (∑ i : Fin N, ψ {i}) ^ 2 ≤ N * ∑ i : Fin N, ψ {i} ^ 2 := by
      simpa using sq_sum_le_card_mul_sum_sq (s := Finset.univ) (f := fun i : Fin N => ψ {i})
    have q := quad_nonneg D hK hN (ψ ∅) _ _ hcs
    rw [energy_cid D K ψ hψ, sqNorm, sum_cid _ (fun s h => by simp [hψ s h])]
    linarith
```

## One pair and the limit of many

For $N\ge1$ and $K\ne0$, $E_N^2/(NK^2)>0$, so $w_N<1$ and $Q_N<0$. This is `davidson_neg`; at $N=1$ it spoils an exact energy.

For many pairs,

$$\frac{E_N}{N}=\frac DN-\sqrt{\Bigl(\frac DN\Bigr)^2+\frac{K^2}{N}}\longrightarrow0.$$

Since $w_N\ge0$ and $E_N<0$, we have $Q_N\ge E_N$. Hence

$$\frac{2E_N}{N}\le\frac{E_N+Q_N}{N}\le0,$$

and `corrected_per_pair` squeezes the middle term to zero. Its limit uses these bounds only from $N=1$ onwards.

The last theorem combines the exact one-pair energy and its negative correction with this limit, the exact energy $NE_1$ for every $N$, and $E_1<0$.

```lean
/-- The Davidson correction is negative for every number `N ≥ 1` of pairs. -/
theorem davidson_neg (D : ℝ) {K : ℝ} (hK : K ≠ 0) (hN : 1 ≤ N) : davidson D K N < 0 := by
  have hp : (0 : ℝ) < N := by exact_mod_cast hN
  have hE := cidEnergy_neg D hK hN
  have hx : 0 < cidEnergy D K N ^ 2 / (N * K ^ 2) :=
    div_pos (pow_pos_of_neg_sq hE) (by positivity)
  have hw : refWeight D K N < 1 := by
    rw [refWeight, div_lt_one (by linarith)]
    linarith
  exact mul_neg_of_pos_of_neg (by linarith) hE
where
  pow_pos_of_neg_sq {x : ℝ} (h : x < 0) : 0 < x ^ 2 := by nlinarith

/-- The Davidson-corrected CID energy per pair tends to zero for many pairs. -/
theorem corrected_per_pair (D : ℝ) {K : ℝ} (hK : K ≠ 0) :
    Tendsto (fun N : ℕ => (cidEnergy D K N + davidson D K N) / N) atTop (𝓝 0) := by
  have h1 := tendsto_const_div_atTop_nhds_zero_nat D
  have h2 := tendsto_const_div_atTop_nhds_zero_nat (K ^ 2)
  have h3 : Tendsto (fun N : ℕ => D / N - Real.sqrt ((D / N) ^ 2 + K ^ 2 / N)) atTop (𝓝 0) := by
    simpa using h1.sub ((h1.pow 2).add h2).sqrt
  have h4 : Tendsto (fun N : ℕ => cidEnergy D K N / N) atTop (𝓝 0) := by
    refine h3.congr' ?_
    filter_upwards [eventually_ge_atTop 1] with N hN
    have hp : (0 : ℝ) < N := by exact_mod_cast hN
    have e : (D / N) ^ 2 + K ^ 2 / N = (D ^ 2 + N * K ^ 2) / (N : ℝ) ^ 2 := by
      field_simp
    rw [e, Real.sqrt_div' _ (by positivity), Real.sqrt_sq hp.le, cidEnergy]
    ring
  have h5 : Tendsto (fun N : ℕ => 2 * (cidEnergy D K N / N)) atTop (𝓝 0) := by
    simpa using h4.const_mul 2
  -- the correction at most doubles the CID energy
  refine tendsto_of_tendsto_of_tendsto_of_le_of_le' h5 tendsto_const_nhds ?_ ?_
  · filter_upwards [eventually_ge_atTop 1] with N hN
    have hw : 0 ≤ refWeight D K N := by unfold refWeight; positivity
    have hE := cidEnergy_neg D hK hN
    rw [← mul_div_assoc]
    refine div_le_div_of_nonneg_right ?_ (Nat.cast_nonneg N)
    unfold davidson
    nlinarith [mul_nonneg hw (neg_nonneg.2 hE.le)]
  · filter_upwards [eventually_ge_atTop 1] with N hN
    exact div_nonpos_of_nonpos_of_nonneg
      (by linarith [cidEnergy_neg D hK hN, davidson_neg D hK hN]) (Nat.cast_nonneg N)

/-- The Davidson correction fails at both ends: for one pair `E_1` is exact but the correction is
negative; for many pairs the corrected energy per pair tends to zero, while the exact energy is
`N E_1` with `E_1 < 0`. -/
theorem davidson_fails_at_both_ends (D : ℝ) {K : ℝ} (hK : K ≠ 0) :
    (IsGroundEnergy D K 1 1 (cidEnergy D K 1) ∧ davidson D K 1 < 0) ∧
    Tendsto (fun N : ℕ => (cidEnergy D K N + davidson D K N) / N) atTop (𝓝 0) ∧
    (∀ N : ℕ, IsGroundEnergy D K N N (N * cidEnergy D K 1)) ∧ cidEnergy D K 1 < 0 :=
  ⟨⟨cid_ground D hK le_rfl, davidson_neg D hK le_rfl⟩, corrected_per_pair D hK,
    exact_ground D hK, cidEnergy_neg D hK le_rfl⟩

end

end DavidsonCorrectionFailure
```

```lean
#print axioms DavidsonCorrectionFailure.corrected_per_pair
#print axioms DavidsonCorrectionFailure.davidson_fails_at_both_ends
```

```
'DavidsonCorrectionFailure.corrected_per_pair' depends on axioms: [propext, Classical.choice, Quot.sound]
'DavidsonCorrectionFailure.davidson_fails_at_both_ends' depends on axioms: [propext, Classical.choice, Quot.sound]
```
